# The reduced thermal quantum capacitance of ideal graphene is $\ln(2+2\cosh m)$, with its only minimum at neutrality

If the quantum capacitance of graphene is taken from its zero-temperature formula, the differential capacitance of a graphene electrode is zero at its neutrality point. The density of states vanishes there, so the quantum capacitance vanishes too. In the usual series model of a graphene electrode in an electrolyte, the quantum capacitance $C_Q$ and the double-layer capacitance $C_{dl}$ combine as $1/C = 1/C_Q + 1/C_{dl}$, and a zero in $C_Q$ forces a zero in $C$ whatever the electrolyte does. At finite temperature the zero is replaced by a positive minimum, whose height and position follow from a single integral.

## Energies in thermal units

Let $E$ be the electron energy and $\mu$ the chemical potential, both measured from the Dirac point, and let $\tau = k_BT$ be the thermal energy. Put $x = E/\tau$ and $m = \mu/\tau$. Non-interacting electrons with a conical dispersion in two dimensions have the density of states $\gamma|E|$ per unit area. The constant $\gamma$ stands for the steepness of the cone and the number of spin and valley copies: a smaller Fermi velocity gives a larger $\gamma$. For graphene, with two spins, two valleys and Fermi velocity $v$, it is $\gamma = 2/(\pi\hbar^2v^2)$.

```lean
import Mathlib

open MeasureTheory Set Filter Topology

namespace GrapheneQuantumCapacitance

noncomputable section
```

The occupation of a state at energy $x$ is the Fermi function

$$f_m(x) = \frac{1}{1+e^{x-m}}.$$

In Lean this is `fermi m x`, with the chemical potential as the first argument.

```lean
/-- Fermi occupation at energy `x` and chemical potential `m`, both in units of the
thermal energy. -/
def fermi (m x : ℝ) : ℝ := (1 + Real.exp (x - m))⁻¹
```

A small change of chemical potential alters the occupation mainly within a few thermal energies of $x = m$, and the effect decays exponentially farther away. The weight of this response is the thermal window

$$w_m(x) = \frac{1}{4\cosh^2\big((x-m)/2\big)}.$$

It is defined here by its hyperbolic form; its relation to the Fermi function is proved below.

```lean
/-- Thermal window `1 / (4 cosh² ((x - m) / 2))` around the chemical potential `m`. -/
def thermalWindow (m x : ℝ) : ℝ := 1 / (4 * Real.cosh ((x - m) / 2) ^ 2)
```

The reduced quantum capacitance is the linear density of states averaged over this window,

$$c(m) = \int_{-\infty}^{\infty} |x|\,w_m(x)\,dx .$$

It is the capacitance per area divided by $e^2\gamma\tau$, where $e$ is the elementary charge. The absolute value makes electrons and holes both count positively.

```lean
/-- Reduced quantum capacitance of graphene: the linear density of states `|x|` integrated
against the thermal window. -/
def reducedCapacitance (m : ℝ) : ℝ := ∫ x : ℝ, |x| * thermalWindow m x
```

In physical units, the capacitance per area and per squared charge is

$$\frac{C_Q}{e^2} = \int_{-\infty}^{\infty}\gamma|E|\left(-\frac{\partial}{\partial E} f_{\mu/\tau}(E/\tau)\right)dE .$$

This comes from $C_Q = e^2\,\partial n/\partial\mu$, where $n$ is the net electron density, together with $\partial f/\partial\mu = -\partial f/\partial E$. The Lean definition starts from the integral, so the differentiation of $n$ belongs to the physical motivation. The definition contains the actual derivative of the occupation, with no window put in by hand.

```lean
/-- Quantum capacitance per squared charge for the density of states `γ |E|`, at thermal
energy `τ` and chemical potential `μ`. -/
def capacitance (γ τ μ : ℝ) : ℝ :=
  ∫ E : ℝ, γ * |E| * (-deriv (fun ε => fermi (μ / τ) (ε / τ)) E)
```

The model keeps the density of states linear at all energies and fixed as the electrode charges. It has no band edge, disorder, or electron-electron interaction, and the electrolyte does not enter it.

## The window as a derivative

Write $u = x-m$. The double-angle formula gives

$$4\cosh^2(u/2) = 2 + 2\cosh u = 2 + e^u + e^{-u} = \frac{(1+e^u)^2}{e^u},$$

and taking reciprocals gives $w_m(x) = e^u/(1+e^u)^2$. In the proof, `h1` is the first equality and `h4` is the passage to exponentials.

```lean
/-- The thermal window written with Boltzmann factors. -/
theorem thermalWindow_eq (m x : ℝ) :
    thermalWindow m x = Real.exp (x - m) / (1 + Real.exp (x - m)) ^ 2 := by
  have hu := Real.exp_pos (x - m)
  have h1 : 4 * Real.cosh ((x - m) / 2) ^ 2 = 2 + 2 * Real.cosh (x - m) := by
    have h2 := Real.cosh_two_mul ((x - m) / 2)
    have h3 := Real.cosh_sq ((x - m) / 2)
    rw [show 2 * ((x - m) / 2) = x - m by ring] at h2
    linarith
  have h4 : 2 + 2 * Real.cosh (x - m)
      = (1 + Real.exp (x - m)) ^ 2 / Real.exp (x - m) := by
    rw [Real.cosh_eq, Real.exp_neg, eq_div_iff hu.ne']
    field_simp
    ring
  unfold thermalWindow
  rw [h1, h4, one_div_div]
```

Differentiating the Fermi function by the rule for a reciprocal gives

$$f_m'(x) = -\frac{e^{x-m}}{(1+e^{x-m})^2} = -w_m(x).$$

`HasDerivAt` states that the derivative exists at $x$ and has this value. The denominator is positive, hence non-zero, so the reciprocal rule applies.

```lean
/-- The thermal window is minus the energy derivative of the Fermi occupation. -/
theorem hasDerivAt_fermi (m x : ℝ) : HasDerivAt (fermi m) (-thermalWindow m x) x := by
  have h1 : HasDerivAt (fun y => 1 + Real.exp (y - m)) (Real.exp (x - m)) x :=
    (((hasDerivAt_id' x).sub_const m).exp.const_add 1).congr_deriv (mul_one _)
  have hne : 1 + Real.exp (x - m) ≠ 0 := by positivity
  refine (h1.inv hne).congr_deriv ?_
  rw [thermalWindow_eq]
  exact neg_div _ _
```

The next step uses the occupation in a second form, obtained by multiplying numerator and denominator by $e^{m-x}$:

$$f_m(x) = \frac{e^{m-x}}{1+e^{m-x}}.$$

This form makes the exponential decay at high energy visible.

```lean
/-- The Fermi occupation written with the inverse Boltzmann factor. -/
theorem fermi_eq (m x : ℝ) :
    fermi m x = Real.exp (m - x) / (1 + Real.exp (m - x)) := by
  have hv := Real.exp_pos (m - x)
  have h : Real.exp (x - m) = (Real.exp (m - x))⁻¹ := by
    rw [← Real.exp_neg, neg_sub]
  unfold fermi
  rw [h]
  field_simp
  ring
```

## Electrons above the Dirac point

On the positive half line, integrate by parts with $w_m = -f_m'$:

$$\int x\,w_m\,dx = -x f_m(x) + \int f_m\,dx = -x f_m(x) - \ln\left(1+e^{m-x}\right).$$

Call the right-hand side $G(x)$. Its derivative confirms the result:

$$G'(x) = -f_m(x) + x\,w_m(x) + \frac{e^{m-x}}{1+e^{m-x}} = x\,w_m(x),$$

since the last fraction is $f_m(x)$.

At large $x$ both terms of $G$ vanish. For the first, $f_m(x)\le e^{m-x}$ gives $0\le x f_m(x)\le e^m x e^{-x}\to 0$. For the second, the argument of the logarithm tends to $1$. At the lower end $G(0) = -\ln(1+e^m)$, and therefore

$$\int_0^\infty x\,w_m(x)\,dx = 0 - G(0) = \ln(1+e^m).$$

The Lean proof follows the same order. `hG` is the derivative of $G$, `hlim1` and `hlim2` are the two limits, and `hpos` records that the integrand is non-negative. A non-negative derivative whose primitive has a finite limit is integrable, so convergence comes from the same facts as the value.

```lean
/-- The states at positive energy contribute a convergent integral with value
`ln (1 + exp m)`. -/
theorem positive_energy_part (m : ℝ) :
    IntegrableOn (fun x => x * thermalWindow m x) (Ioi 0) ∧
      ∫ x in Ioi (0 : ℝ), x * thermalWindow m x = Real.log (1 + Real.exp m) := by
  -- the primitive obtained by integrating by parts
  let G : ℝ → ℝ := fun x => -(x * fermi m x) - Real.log (1 + Real.exp (m - x))
  have hG : ∀ x ∈ Ici (0 : ℝ), HasDerivAt G (x * thermalWindow m x) x := by
    intro x _
    have h1 : HasDerivAt (fun y => 1 + Real.exp (m - y)) (-Real.exp (m - x)) x :=
      (((hasDerivAt_id' x).const_sub m).exp.const_add 1).congr_deriv (by ring)
    have hne : 1 + Real.exp (m - x) ≠ 0 := by positivity
    refine (((hasDerivAt_id' x).fun_mul (hasDerivAt_fermi m x)).fun_neg.fun_sub
      (h1.log hne)).congr_deriv ?_
    show -(1 * fermi m x + x * -thermalWindow m x)
      - -Real.exp (m - x) / (1 + Real.exp (m - x)) = x * thermalWindow m x
    rw [fermi_eq]
    ring
  have hpos : ∀ x ∈ Ioi (0 : ℝ), 0 ≤ x * thermalWindow m x := by
    intro x hx
    have hx' : 0 < x := hx
    unfold thermalWindow
    positivity
  -- the primitive vanishes at infinity
  have hexp : ∀ x : ℝ, Real.exp (m - x) = Real.exp m * Real.exp (-x) := by
    intro x
    rw [← Real.exp_add, sub_eq_add_neg]
  have hlim1 : Tendsto (fun x => x * fermi m x) atTop (𝓝 0) := by
    have hb : Tendsto (fun x : ℝ => Real.exp m * (x ^ 1 * Real.exp (-x))) atTop (𝓝 0) := by
      simpa using (Real.tendsto_pow_mul_exp_neg_atTop_nhds_zero 1).const_mul (Real.exp m)
    refine squeeze_zero' ?_ ?_ hb
    · filter_upwards [eventually_ge_atTop (0 : ℝ)] with x hx
      unfold fermi
      positivity
    · filter_upwards [eventually_ge_atTop (0 : ℝ)] with x hx
      have he := Real.exp_pos (m - x)
      have hf : fermi m x ≤ Real.exp (m - x) := by
        rw [fermi_eq]
        exact div_le_self he.le (by linarith)
      calc x * fermi m x ≤ x * Real.exp (m - x) := mul_le_mul_of_nonneg_left hf hx
        _ = Real.exp m * (x ^ 1 * Real.exp (-x)) := by rw [hexp]; ring
  have hlim2 : Tendsto (fun x => Real.log (1 + Real.exp (m - x))) atTop (𝓝 0) := by
    have h := ((Real.tendsto_exp_neg_atTop_nhds_zero.const_mul (Real.exp m)).const_add 1).log
      (by simp)
    simpa [hexp] using h
  have hlim : Tendsto G atTop (𝓝 0) := by
    simpa [G] using hlim1.neg.sub hlim2
  refine ⟨integrableOn_Ioi_deriv_of_nonneg' hG hpos hlim, ?_⟩
  rw [integral_Ioi_of_hasDerivAt_of_nonneg' hG hpos hlim]
  simp [G]
```

## Holes by reflection

For negative energies substitute $x\to -x$. Because $\cosh$ is even, $w_m(-x) = w_{-m}(x)$, and so

$$\int_{-\infty}^0 |x|\,w_m(x)\,dx = \int_0^\infty x\,w_{-m}(x)\,dx = \ln(1+e^{-m}).$$

The sign of $m$ must change along with the sign of $x$. If it is left alone, the two halves seem equal and the total becomes $2\ln(1+e^m)$. At $m=0$ this wrong formula gives the correct value $\ln 4$, so a test at the neutrality point does not reveal the error. It shows up for strong hole doping, where the wrong expression tends to zero while the true capacitance grows.

Adding the two halves gives

$$c(m) = \ln\big[(1+e^m)(1+e^{-m})\big] = \ln(2+2\cosh m).$$

In Lean, `F a` is the function $x\,w_a(x)$ on the positive half line, extended by zero. The identity `hsplit` writes the full integrand as $F_m(x) + F_{-m}(-x)$, checking negative, zero and positive $x$ separately, and `hw` is the reflection of the window. The theorem holds for every real $m$ and has two parts: the integrand is integrable over the whole line, and the integral has the stated value. The first part matters because Lean assigns the value zero to an integral that does not converge.

```lean
/-- The reduced quantum capacitance integral converges and equals `ln (2 + 2 cosh m)` at
every chemical potential `m`. -/
theorem reducedCapacitance_eq (m : ℝ) :
    Integrable (fun x : ℝ => |x| * thermalWindow m x) ∧
      reducedCapacitance m = Real.log (2 + 2 * Real.cosh m) := by
  let F : ℝ → ℝ → ℝ := fun a => (Ioi (0 : ℝ)).indicator (fun x => x * thermalWindow a x)
  have hF : ∀ a, Integrable (F a) := fun a =>
    (integrable_indicator_iff measurableSet_Ioi).2 (positive_energy_part a).1
  have hI : ∀ a, ∫ x, F a x = Real.log (1 + Real.exp a) := fun a =>
    (integral_indicator measurableSet_Ioi).trans (positive_energy_part a).2
  -- electron-hole reflection maps negative energies to positive ones
  have hw : ∀ x, thermalWindow (-m) (-x) = thermalWindow m x := by
    intro x
    unfold thermalWindow
    rw [show (-x - -m) / 2 = -((x - m) / 2) by ring, Real.cosh_neg]
  have hsplit : (fun x : ℝ => |x| * thermalWindow m x)
      = fun x => F m x + F (-m) (-x) := by
    funext x
    rcases lt_trichotomy x 0 with h | h | h
    · simp [F, abs_of_neg h, h, not_lt_of_ge h.le, hw]
    · subst h
      simp [F]
    · simp [F, abs_of_pos h, h, not_lt_of_ge h.le]
  have hneg : Integrable (fun x => F (-m) (-x)) := (hF (-m)).comp_neg
  refine ⟨hsplit ▸ (hF m).add hneg, ?_⟩
  unfold reducedCapacitance
  rw [hsplit, integral_add (hF m) hneg, integral_neg_eq_self (F (-m)) volume, hI, hI,
    ← Real.log_mul (by positivity) (by positivity)]
  congr 1
  have h : Real.exp m * Real.exp (-m) = 1 := by rw [← Real.exp_add]; simp
  rw [Real.cosh_eq]
  linear_combination h
```

## The minimum at neutrality

At $m=0$ the closed form gives $c(0)=\ln 4$. For $m\neq 0$ we have $\cosh m>1$, so $2+2\cosh m>4$, and since the logarithm is strictly increasing,

$$c(m) > \ln 4 \qquad (m\neq 0).$$

The Lean statement has the same two parts: the value at zero, and the strict inequality at every other real $m$. Together they say that the minimum is global and is attained only at neutrality.

```lean
/-- The reduced capacitance is `ln 4` at `m = 0` and strictly larger at every other
chemical potential. -/
theorem reducedCapacitance_unique_min :
    reducedCapacitance 0 = Real.log 4 ∧
      ∀ m : ℝ, m ≠ 0 → Real.log 4 < reducedCapacitance m := by
  constructor
  · rw [(reducedCapacitance_eq 0).2, Real.cosh_zero]
    norm_num
  · intro m hm
    rw [(reducedCapacitance_eq m).2]
    have h := Real.one_lt_cosh.2 hm
    exact Real.log_lt_log (by norm_num) (by linarith)
```

## The degenerate limit and its thermal correction

Factoring out the larger exponential separates the zero-temperature behaviour from the rest:

$$2+2\cosh m = e^{|m|}+2+e^{-|m|} = e^{|m|}\left(1+e^{-|m|}\right)^2,$$

$$c(m) = |m| + 2\ln\left(1+e^{-|m|}\right).$$

The first term is the degenerate value, which has a kink and a zero at neutrality. The second is positive, equals $\ln 4$ at $m=0$, and is at most $2e^{-|m|}$, so it fades once the chemical potential lies several thermal energies from the Dirac point. This form is also convenient numerically, because its exponential never overflows. In the Lean proof `h2` is the factorisation, and the logarithm rules do the rest.

```lean
/-- The reduced capacitance is `|m|` plus the thermal correction `2 ln (1 + exp (-|m|))`. -/
theorem reducedCapacitance_eq_abs_add (m : ℝ) :
    reducedCapacitance m = |m| + 2 * Real.log (1 + Real.exp (-|m|)) := by
  have h : Real.exp |m| * Real.exp (-|m|) = 1 := by rw [← Real.exp_add]; simp
  have h2 : 2 + 2 * Real.cosh m = Real.exp |m| * (1 + Real.exp (-|m|)) ^ 2 := by
    rw [← Real.cosh_abs m, Real.cosh_eq]
    linear_combination (-(2 + Real.exp (-|m|))) * h
  rw [(reducedCapacitance_eq m).2, h2, Real.log_mul (by positivity) (by positivity),
    Real.log_exp, Real.log_pow]
  norm_num
```

## Back to physical units

Let $\tau>0$. By the chain rule,

$$-\frac{\partial}{\partial E} f_{\mu/\tau}(E/\tau) = \frac{1}{\tau}\,w_{\mu/\tau}(E/\tau),$$

so the integrand is $\gamma\,|E/\tau|\,w_{\mu/\tau}(E/\tau)$. The factor $1/\tau$ has been absorbed into $|E|$. Substituting $E=\tau x$ brings one factor of $\tau$ from $dE$:

$$\frac{C_Q}{e^2} = \gamma\tau\,c(\mu/\tau) = \gamma\left[\,|\mu| + 2\tau\ln\left(1+e^{-|\mu|/\tau}\right)\right].$$

In the proof, `hpt` is the pointwise rewriting of the integrand and `hs` is the change of variable. The hypothesis `hτ` requires a positive temperature. The constant `γ` may be any real number in the theorem; a physical density of states has $\gamma>0$, and the capacitance at neutrality is then $C_Q = e^2\gamma\tau\ln 4$, positive and proportional to temperature.

For non-interacting electrons with a strictly linear density of states, this formula supplies the quantum term in a series model of a graphene electrode. It also provides a reference value for code that integrates a tabulated density of states against the thermal window.

```lean
/-- In physical units, the capacitance per squared charge at thermal energy `τ > 0` is
`γ (|μ| + 2 τ ln (1 + exp (-|μ| / τ)))`. -/
theorem capacitance_eq (γ μ : ℝ) {τ : ℝ} (hτ : 0 < τ) :
    capacitance γ τ μ = γ * (|μ| + 2 * τ * Real.log (1 + Real.exp (-(|μ| / τ)))) := by
  -- measure energies in units of the thermal energy
  have hpt : ∀ E : ℝ, γ * |E| * (-deriv (fun ε => fermi (μ / τ) (ε / τ)) E)
      = γ * (|E / τ| * thermalWindow (μ / τ) (E / τ)) := by
    intro E
    have hcomp : HasDerivAt (fermi (μ / τ) ∘ (fun ε : ℝ => ε / τ))
        (-thermalWindow (μ / τ) (E / τ) * (1 / τ)) E :=
      HasDerivAt.comp E (hasDerivAt_fermi (μ / τ) (E / τ)) ((hasDerivAt_id' E).div_const τ)
    have hd : HasDerivAt (fun ε => fermi (μ / τ) (ε / τ))
        (-thermalWindow (μ / τ) (E / τ) * (1 / τ)) E := hcomp
    rw [hd.deriv, abs_div, abs_of_pos hτ]
    ring
  have hs : ∫ E : ℝ, |E / τ| * thermalWindow (μ / τ) (E / τ)
      = τ * reducedCapacitance (μ / τ) := by
    have h := Measure.integral_comp_div (fun x : ℝ => |x| * thermalWindow (μ / τ) x) τ
    rw [abs_of_pos hτ, smul_eq_mul] at h
    exact h
  unfold capacitance
  simp_rw [hpt]
  rw [integral_const_mul, hs, reducedCapacitance_eq_abs_add, abs_div, abs_of_pos hτ]
  have hc : τ * (|μ| / τ) = |μ| := mul_div_cancel₀ _ hτ.ne'
  linear_combination γ * hc

end

end GrapheneQuantumCapacitance
```

```lean
#print axioms GrapheneQuantumCapacitance.reducedCapacitance_eq
-- 'GrapheneQuantumCapacitance.reducedCapacitance_eq' depends on axioms: [propext, Classical.choice, Quot.sound]
#print axioms GrapheneQuantumCapacitance.reducedCapacitance_unique_min
-- 'GrapheneQuantumCapacitance.reducedCapacitance_unique_min' depends on axioms: [propext, Classical.choice, Quot.sound]
#print axioms GrapheneQuantumCapacitance.capacitance_eq
-- 'GrapheneQuantumCapacitance.capacitance_eq' depends on axioms: [propext, Classical.choice, Quot.sound]
```
